# Nearest-neighbour honeycomb Hamiltonian with nonzero hopping on an N × N torus: four independent zero modes if 3 divides N, none otherwise

Take a honeycomb lattice of $N\times N$ unit cells, $N\ge 1$, with periodic boundaries. A cell is labelled by $r=(r_1,r_2)$, with both integers taken modulo $N$, and holds one site of sublattice A and one of sublattice B. The primitive translations are $e_1=(1,0)$ and $e_2=(0,1)$ in these labels. An electron hops with amplitude $-t$ along the three bonds of each site, where the real number $t\neq 0$ measures the coupling of neighbouring orbitals. For amplitudes $\psi_A,\psi_B$,

$$(H\psi)_A=-t\,S\psi_B,\qquad (H\psi)_B=-t\,S^\dagger\psi_A,$$

$$(S\varphi)(r)=\varphi(r)+\varphi(r+e_1)+\varphi(r+e_2),\qquad (S^\dagger\varphi)(r)=\varphi(r)+\varphi(r-e_1)+\varphi(r-e_2).$$

On-site energies are zero and spin is left out. At $N=1$ the three bonds join the same two sites and their amplitudes add.

The space of states with $H\psi=0$ has dimension 4 if 3 divides $N$, and dimension 0 otherwise. The same condition decides whether the Bloch entry

$$f(k_1,k_2)=1+e^{2\pi i k_1/N}+e^{2\pi i k_2/N}$$

has a zero at an integer pair $(k_1,k_2)$: it has one exactly when 3 divides $N$. A zero of $f$ is what is called a Dirac point here; the linear dispersion around it plays no part.

## From three bonds to a period of three

**Bloch form.** Let $w(r)=e^{2\pi i(k_1r_1+k_2r_2)/N}$. A translation by $e_j$ multiplies $w$ by $e^{2\pi i k_j/N}$, so $Sw=f(k_1,k_2)\,w$ and $S^\dagger w=f(-k_1,-k_2)\,w$. Hence $H$ maps $(a\,w,\,b\,w)$ to $(-t f(k_1,k_2)\,b\,w,\,-t f(-k_1,-k_2)\,a\,w)$.

**One kernel for both sublattices.** Translations commute, so $SS^\dagger=S^\dagger S$ and
$$\|S^\dagger\varphi\|^2=\langle\varphi,SS^\dagger\varphi\rangle=\langle\varphi,S^\dagger S\varphi\rangle=\|S\varphi\|^2 .$$
Since $t\neq0$, $\psi$ is a zero mode exactly when $S\psi_A=0$ and $S\psi_B=0$.

**Two relations.** Let $S\varphi=0$, so that $S^\dagger\varphi=0$ too. The second equation at $r+e_1+e_2$ reads $\varphi(r+e_1+e_2)+\varphi(r+e_2)+\varphi(r+e_1)=0$. Subtracting $(S\varphi)(r)=0$ gives
$$\varphi(r+e_1+e_2)=\varphi(r).$$
Inserting this in $(S\varphi)(r+e_1)=0$ gives
$$\varphi(r)+\varphi(r+e_1)+\varphi(r+2e_1)=0.$$
Subtracting the last relation from its own shift by $e_1$ gives $\varphi(r+3e_1)=\varphi(r)$.

**3 does not divide $N$.** There are natural numbers $j,m$ with $jN=3m+1$. Then $(3m+1)e_1=0$ on the torus, and $\varphi(r+e_1)=\varphi(r+e_1+3m\,e_1)=\varphi(r)$. The three-term relation becomes $3\varphi(r)=0$, so $\varphi=0$.

**3 divides $N$.** The values $p=\varphi(0)$ and $q=\varphi(e_1)$ fix $\varphi$ along $e_1$ by recursion, and $r=(r_1-r_2)e_1+r_2(e_1+e_2)$ then fixes it everywhere. Conversely, let $\varphi(r)$ be $p$, $q$ or $-p-q$ according to whether $r_1-r_2$ is 0, 1 or 2 modulo 3. This is well defined because 3 divides $N$. The three terms of $S\varphi$ run through all three residues, so they sum to zero. Two free numbers per sublattice make dimension 4.

**The k-grid.** If $f(k_1,k_2)=0$, the state $(0,w)$ is a nonzero zero mode, so 3 divides $N$. If $N=3m$, then $f(m,2m)=1+\omega+\omega^2=0$ with $\omega=e^{2\pi i/3}$.

Since $f(-k_1,-k_2)$ is the complex conjugate of $f(k_1,k_2)$, the two band energies are $\pm|t f(k_1,k_2)|$, and the bands touch where $f=0$. For this non-interacting model, an unshifted $N\times N$ k-grid therefore samples the band touching only when $N$ is a multiple of 3. Used for graphene, the model describes the $\pi$ electrons by one orbital per atom and equal hopping to the three nearest neighbours.

## The lattice and its Hamiltonian in Lean

```lean
import Mathlib

open scoped ComplexOrder
open Complex (I)
open Real (pi)

namespace HoneycombZeroModes

noncomputable section
```

Cell labels live in `ZMod N`, the integers modulo $N$, which builds in the periodic boundaries.

```lean
/-- The unit cells of an `N` by `N` torus, for `N ≥ 1`. -/
abbrev Cell (N : ℕ) := ZMod N × ZMod N

/-- The first primitive lattice translation. -/
def e₁ (N : ℕ) : Cell N := (1, 0)

/-- The second primitive lattice translation. -/
def e₂ (N : ℕ) : Cell N := (0, 1)
```

The map `hop a b` is the bond sum for general translations $a,b$. Despite its name it includes the unshifted term $\varphi(r)$, which is the bond inside the cell. Thus $S$ is `hop (e₁ N) (e₂ N)`, and $S^\dagger$ has both translations reversed.

```lean
/-- The sum of an amplitude over the cells `r`, `r + a` and `r + b`. -/
def hop {N : ℕ} (a b : Cell N) : (Cell N → ℂ) →ₗ[ℂ] (Cell N → ℂ) where
  toFun φ := fun r => φ r + φ (r + a) + φ (r + b)
  map_add' φ χ := by
    funext r
    simp only [Pi.add_apply]
    ring
  map_smul' c φ := by
    funext r
    simp only [Pi.smul_apply, smul_eq_mul, RingHom.id_apply]
    ring
```

A state is a pair of functions, A first and B second. The Hamiltonian is defined by its bonds in real space.

```lean
/-- The honeycomb Hamiltonian with hopping `-t` along the three bonds of each site,
acting on pairs (amplitude on sublattice A, amplitude on sublattice B). -/
def honeycomb (N : ℕ) (t : ℝ) :
    ((Cell N → ℂ) × (Cell N → ℂ)) →ₗ[ℂ] ((Cell N → ℂ) × (Cell N → ℂ)) :=
  (-(t : ℂ)) • ((hop (e₁ N) (e₂ N) ∘ₗ LinearMap.snd ℂ _ _).prod
    (hop (-e₁ N) (-e₂ N) ∘ₗ LinearMap.fst ℂ _ _))
```

The next two definitions are $f$ and $w$; the off-diagonal elements of the Bloch matrix are $-t$ times values of $f$. Both sublattices carry the phase of their cell, not of the atomic position. The wave has norm $N$; dividing by $N$ normalises it and leaves the Bloch matrix unchanged.

```lean
/-- The off-diagonal Bloch entry at the grid point `(k₁, k₂)`, for `N ≥ 1`. -/
def blochEntry (N : ℕ) (k₁ k₂ : ℤ) : ℂ :=
  1 + Complex.exp (2 * pi * I * k₁ / N) + Complex.exp (2 * pi * I * k₂ / N)

/-- The plane wave on the cells with grid indices `(k₁, k₂)`. -/
def wave (N : ℕ) [NeZero N] (k₁ k₂ : ℤ) : Cell N → ℂ :=
  fun r => ZMod.stdAddChar ((k₁ : ZMod N) * r.1 + (k₂ : ZMod N) * r.2)
```

## The Bloch matrix

The assumption `NeZero N` says $N\ge1$. In the proof, `s` is the phase picked up under a translation, and `f` rewrites the Bloch entry with `ZMod.stdAddChar`, which sends $k$ modulo $N$ to $e^{2\pi i k/N}$. Each sublattice component then follows by algebra.

```lean
variable {N : ℕ} [NeZero N]

/-- On plane waves the Hamiltonian acts as a two by two matrix with zero diagonal, whose
off-diagonal entries are `-t` times the Bloch entries at `k` and at `-k`. -/
theorem honeycomb_wave (t : ℝ) (k₁ k₂ : ℤ) (a b : ℂ) :
    honeycomb N t (a • wave N k₁ k₂, b • wave N k₁ k₂) =
      ((-t * blochEntry N k₁ k₂ * b) • wave N k₁ k₂,
       (-t * blochEntry N (-k₁) (-k₂) * a) • wave N k₁ k₂) := by
  have f : ∀ j k : ℤ, blochEntry N j k =
      1 + ZMod.stdAddChar (j : ZMod N) + ZMod.stdAddChar (k : ZMod N) := by
    intro j k
    simp only [ZMod.stdAddChar_coe, blochEntry]
  -- a translation multiplies the wave by a phase
  have s : ∀ r d : Cell N, wave N k₁ k₂ (r + d) =
      ZMod.stdAddChar ((k₁ : ZMod N) * d.1 + (k₂ : ZMod N) * d.2) * wave N k₁ k₂ r := by
    intro r d
    change ZMod.stdAddChar ((k₁ : ZMod N) * (r.1 + d.1) + (k₂ : ZMod N) * (r.2 + d.2)) =
      ZMod.stdAddChar ((k₁ : ZMod N) * d.1 + (k₂ : ZMod N) * d.2) *
        ZMod.stdAddChar ((k₁ : ZMod N) * r.1 + (k₂ : ZMod N) * r.2)
    rw [← AddChar.map_add_eq_mul]
    congr 1
    ring
  refine Prod.ext (funext fun r => ?_) (funext fun r => ?_)
  · change -(t : ℂ) * (b * wave N k₁ k₂ r + b * wave N k₁ k₂ (r + e₁ N)
      + b * wave N k₁ k₂ (r + e₂ N)) = -t * blochEntry N k₁ k₂ * b * wave N k₁ k₂ r
    rw [s, s, f]
    simp only [e₁, e₂, mul_one, mul_zero, add_zero, zero_add]
    ring
  · change -(t : ℂ) * (a * wave N k₁ k₂ r + a * wave N k₁ k₂ (r + -e₁ N)
      + a * wave N k₁ k₂ (r + -e₂ N)) = -t * blochEntry N (-k₁) (-k₂) * a * wave N k₁ k₂ r
    rw [s, s, f]
    simp only [e₁, e₂, Prod.fst_neg, Prod.snd_neg, neg_zero, mul_neg, Int.cast_neg,
      mul_one, mul_zero, add_zero, zero_add]
    ring
```

## Zero modes on each sublattice

The equality of kernels is proved for any two translations. With $\chi=S^\dagger\varphi$, `hz` is $S\chi=0$, obtained from commuting translations. The step `shift` relabels a sum over the torus, which moves the adjoint across the inner product. The `calc` block concludes $\|\chi\|^2=0$.

```lean
/-- For `N ≥ 1`, an amplitude annihilated by a bond sum is annihilated by the sum over the reversed
bonds. -/
theorem hop_neg_of_hop {a b : Cell N} {φ : Cell N → ℂ} (h : hop a b φ = 0) :
    hop (-a) (-b) φ = 0 := by
  have hφ : ∀ r, φ r + φ (r + a) + φ (r + b) = 0 := fun r => congrFun h r
  obtain ⟨χ, hχ⟩ : ∃ χ, χ = hop (-a) (-b) φ := ⟨_, rfl⟩
  have hd : ∀ r, χ r = φ r + φ (r + -a) + φ (r + -b) := fun r => congrFun hχ r
  -- the two bond sums commute
  have hz : ∀ r, χ r + χ (r + a) + χ (r + b) = 0 := by
    intro r
    have h2 := hφ (r + -a)
    have h3 := hφ (r + -b)
    rw [neg_add_cancel_right, add_right_comm r (-a) b] at h2
    rw [neg_add_cancel_right, add_right_comm r (-b) a] at h3
    simp only [hd, add_neg_cancel_right]
    linear_combination hφ r + h2 + h3
  have shift : ∀ c, ∑ r, star (φ (r + -c)) * χ r = ∑ r, star (φ r) * χ (r + c) := fun c =>
    (Equiv.sum_comp (Equiv.addRight c) (fun r => star (φ (r + -c)) * χ r)).symm.trans
      (by simp only [Equiv.coe_addRight, add_neg_cancel_right])
  -- and they are adjoint, so the norm of `χ` vanishes
  have hs : ∑ r, star (χ r) * χ r = 0 := by
    calc ∑ r, star (χ r) * χ r
        = ∑ r, (star (φ r) * χ r + star (φ (r + -a)) * χ r + star (φ (r + -b)) * χ r) :=
          Finset.sum_congr rfl fun r _ => by
            rw [← add_mul, ← add_mul, ← star_add, ← star_add, ← hd]
      _ = ∑ r, star (φ r) * (χ r + χ (r + a) + χ (r + b)) := by
          simp only [Finset.sum_add_distrib, shift, mul_add]
      _ = 0 := by simp only [hz, mul_zero, Finset.sum_const_zero]
  rw [← hχ]
  exact dotProduct_star_self_eq_zero.1 hs
```

Dividing out $-t$ gives the criterion for a zero mode.

```lean
/-- For `N ≥ 1` and `t ≠ 0`, a state is a zero mode exactly when the same bond sum annihilates its
amplitudes on both sublattices. -/
theorem zero_mode_iff {t : ℝ} (ht : t ≠ 0) (ψ : (Cell N → ℂ) × (Cell N → ℂ)) :
    ψ ∈ LinearMap.ker (honeycomb N t) ↔
      hop (e₁ N) (e₂ N) ψ.1 = 0 ∧ hop (e₁ N) (e₂ N) ψ.2 = 0 := by
  have key : honeycomb N t ψ =
    (-(t : ℂ)) • (hop (e₁ N) (e₂ N) ψ.2, hop (-e₁ N) (-e₂ N) ψ.1) := rfl
  have ht' : -(t : ℂ) ≠ 0 := neg_ne_zero.2 (Complex.ofReal_ne_zero.2 ht)
  rw [LinearMap.mem_ker, key, smul_eq_zero_iff_right ht', Prod.mk_eq_zero]
  exact ⟨fun h => ⟨by simpa only [neg_neg] using hop_neg_of_hop h.2, h.1⟩,
    fun h => ⟨h.2, hop_neg_of_hop h.1⟩⟩
```

The two relations come from evaluating the bond sums at shifted cells; `linear_combination` carries out the subtractions.

```lean
/-- For `N ≥ 1`, an amplitude annihilated by the bond sum is invariant under the translation
`a + b`, and its values at three successive cells along `a` add up to zero. -/
theorem mode_relations {a b : Cell N} {φ : Cell N → ℂ} (h : hop a b φ = 0) (r : Cell N) :
    φ (r + (a + b)) = φ r ∧ φ r + φ (r + a) + φ (r + a + a) = 0 := by
  have hφ : ∀ r, φ r + φ (r + a) + φ (r + b) = 0 := fun r => congrFun h r
  have h' : φ (r + a + b) + φ (r + a + b + -a) + φ (r + a + b + -b) = 0 :=
    congrFun (hop_neg_of_hop h) (r + a + b)
  rw [add_neg_cancel_right, add_right_comm r a b, add_neg_cancel_right,
    add_right_comm r b a] at h'
  have hd : φ (r + a + b) = φ r := by linear_combination h' - hφ r
  exact ⟨by rw [← add_assoc, hd], by linear_combination hφ (r + a) - hd⟩
```

## Sizes not divisible by 3

Here `per` is the period of three, the pair `j`, `m` satisfies $jN=3m+1$, and `hc` is the resulting constancy along $e_1$.

```lean
/-- If 3 does not divide `N`, the bond sum annihilates only the zero amplitude. -/
theorem mode_eq_zero_of_not_dvd (hN : ¬ 3 ∣ N) {φ : Cell N → ℂ}
    (h : hop (e₁ N) (e₂ N) φ = 0) : φ = 0 := by
  have rel := fun r => (mode_relations h r).2
  have per : Function.Periodic φ (3 • e₁ N) := by
    intro r
    rw [show r + 3 • e₁ N = r + e₁ N + e₁ N + e₁ N by abel]
    linear_combination rel (r + e₁ N) - rel r
  obtain ⟨j, m, hj⟩ : ∃ j m : ℕ, j * N = 3 * m + 1 := by
    rcases (by omega : N % 3 = 1 ∨ N % 3 = 2) with h | h
    · exact ⟨1, N / 3, by omega⟩
    · exact ⟨2, 2 * N / 3, by omega⟩
  have h0 : (3 * m + 1) • e₁ N = 0 := by
    rw [← hj]
    ext <;> simp [e₁]
  have h1 : e₁ N + m • 3 • e₁ N = 0 := by
    rw [add_comm, smul_smul, mul_comm, ← succ_nsmul, h0]
  -- periods 3 and `N` together make the amplitude constant along `e₁`
  have hc : ∀ r, φ (r + e₁ N) = φ r := by
    intro r
    rw [← per.nsmul m (r + e₁ N), add_assoc, h1, add_zero]
  funext r
  have h3 := rel r
  simp only [hc] at h3
  change φ r = 0
  linear_combination h3 / 3
```

The grid statement uses this lemma in one direction: a zero of $f$ would give a plane wave on sublattice B that is a zero mode, yet equals 1 at the origin. The other direction exhibits the point $(m,2m)$ and uses the vanishing sum of the cube roots of unity.

```lean
/-- For `N ≥ 1`, the k-grid contains a zero of the Bloch entry if and only if 3 divides `N`. -/
theorem grid_hits_dirac_iff : (∃ k₁ k₂ : ℤ, blochEntry N k₁ k₂ = 0) ↔ 3 ∣ N := by
  constructor
  · rintro ⟨k₁, k₂, hk⟩
    by_contra hN
    -- the plane wave at a zero of the Bloch entry is a zero mode
    have hw : ((0 : ℂ) • wave N k₁ k₂, (1 : ℂ) • wave N k₁ k₂) ∈
        LinearMap.ker (honeycomb N 1) := by
      rw [LinearMap.mem_ker, honeycomb_wave, hk]
      simp
    have h := congrFun (mode_eq_zero_of_not_dvd hN ((zero_mode_iff one_ne_zero _).1 hw).2) 0
    simp [wave] at h
  · rintro ⟨m, hm⟩
    have hm0 : (m : ℂ) ≠ 0 := by
      have := NeZero.ne N
      exact Nat.cast_ne_zero.2 (by omega)
    have a : 2 * pi * I * ((m : ℤ) : ℂ) / N = 2 * pi * I / (3 : ℕ) := by
      rw [hm]
      push_cast
      rw [div_eq_div_iff (mul_ne_zero three_ne_zero hm0) three_ne_zero]
      ring
    have b : 2 * pi * I * ((2 * (m : ℤ) : ℤ) : ℂ) / N
        = 2 * pi * I / (3 : ℕ) + 2 * pi * I / (3 : ℕ) := by
      rw [← a]
      push_cast
      ring
    have hz := (Complex.isPrimitiveRoot_exp 3 (by norm_num)).geom_sum_eq_zero (by norm_num)
    simp only [Finset.sum_range_succ, Finset.sum_range_zero] at hz
    refine ⟨m, 2 * m, ?_⟩
    rw [blochEntry, a, b, Complex.exp_add]
    linear_combination hz
```

## Sizes divisible by 3

Uniqueness comes first. The induction `row` propagates two adjacent zeros along $e_1$, and `diag` carries them to the other cells.

```lean
/-- For `N ≥ 1`, an amplitude annihilated by the bond sum vanishes if it vanishes at the origin and
at the neighbouring cell `e₁`. -/
theorem mode_eq_zero_of_values {φ : Cell N → ℂ} (h : hop (e₁ N) (e₂ N) φ = 0)
    (h0 : φ 0 = 0) (h1 : φ (e₁ N) = 0) : φ = 0 := by
  have row : ∀ n : ℕ, φ (n • e₁ N) = 0 ∧ φ (n • e₁ N + e₁ N) = 0 := by
    intro n
    induction n with
    | zero => simp [h0, h1]
    | succ n ih =>
      rw [succ_nsmul]
      exact ⟨ih.2, by linear_combination (mode_relations h (n • e₁ N)).2 - ih.1 - ih.2⟩
  have diag : Function.Periodic φ (e₁ N + e₂ N) := fun r => (mode_relations h r).1
  funext r
  have hr : r = (r.1 - r.2).val • e₁ N + r.2.val • (e₁ N + e₂ N) := by
    ext <;> simp [e₁, e₂]
  rw [hr, diag.nsmul, (row _).1]
  rfl
```

Existence uses the striped amplitude with values $p$, $q$, $-p-q$.

```lean
/-- The period-three profile with successive values `p`, `q`, `-p - q`. -/
def profile (p q : ℂ) (z : ZMod 3) : ℂ := if z = 0 then p else if z = 1 then q else -p - q
```

The map `c` reduces a label modulo 3, which is where divisibility enters. The finite check `key` lists the three residues and their neighbours.

```lean
omit [NeZero N] in
/-- If 3 divides `N`, some amplitude annihilated by the bond sum takes any prescribed values
at the origin and at the cell `e₁`. -/
theorem exists_mode (hN : 3 ∣ N) (p q : ℂ) :
    ∃ φ : Cell N → ℂ, hop (e₁ N) (e₂ N) φ = 0 ∧ φ 0 = p ∧ φ (e₁ N) = q := by
  have p0 : profile p q 0 = p := if_pos rfl
  have p1 : profile p q 1 = q := by rw [profile, if_neg (by decide), if_pos rfl]
  have p2 : profile p q 2 = -p - q := by
    rw [profile, if_neg (by decide), if_neg (by decide)]
  have key : ∀ z : ZMod 3, (z = 0 ∧ z + 1 = 1 ∧ z - 1 = 2) ∨
      (z = 1 ∧ z + 1 = 2 ∧ z - 1 = 0) ∨ (z = 2 ∧ z + 1 = 0 ∧ z - 1 = 1) := by decide
  let c := ZMod.castHom hN (ZMod 3)
  refine ⟨fun r => profile p q (c (r.1 - r.2)), funext fun r => ?_, ?_, ?_⟩
  · change profile p q (c (r.1 - r.2)) + profile p q (c (r.1 + 1 - (r.2 + 0)))
      + profile p q (c (r.1 + 0 - (r.2 + 1))) = 0
    rw [show r.1 + 1 - (r.2 + 0) = r.1 - r.2 + 1 by ring,
      show r.1 + 0 - (r.2 + 1) = r.1 - r.2 - 1 by ring, map_add c, map_sub c (r.1 - r.2) 1,
      map_one]
    rcases key (c (r.1 - r.2)) with ⟨h, h', h''⟩ | ⟨h, h', h''⟩ | ⟨h, h', h''⟩ <;>
      rw [h', h'', h, p0, p1, p2] <;> ring
  · change profile p q (c (0 - 0)) = p
    rw [sub_zero, map_zero, p0]
  · change profile p q (c (1 - 0)) = q
    rw [sub_zero, map_one, p1]
```

## The dimension count

`Module.finrank ℂ` of the kernel is the number of independent zero modes over the complex numbers. When 3 divides $N$, the map `E` reads off the amplitudes at $0$ and $e_1$ on both sublattices. The uniqueness lemma makes it injective and the stripes make it surjective onto a four-dimensional space. Otherwise both amplitudes vanish and the kernel is trivial.

```lean
/-- For `N ≥ 1` and hopping `t ≠ 0`, the space of zero modes of the honeycomb Hamiltonian on
the `N` by `N` torus has dimension 4 if 3 divides `N`, and dimension 0 otherwise. -/
theorem finrank_zero_modes {t : ℝ} (ht : t ≠ 0) :
    Module.finrank ℂ (LinearMap.ker (honeycomb N t)) = if 3 ∣ N then 4 else 0 := by
  split_ifs with hN
  · -- two amplitudes on each sublattice are free coordinates of a zero mode
    let E : LinearMap.ker (honeycomb N t) →ₗ[ℂ] (ℂ × ℂ) × (ℂ × ℂ) :=
      { toFun := fun ψ => ((ψ.1.1 0, ψ.1.1 (e₁ N)), (ψ.1.2 0, ψ.1.2 (e₁ N)))
        map_add' := fun _ _ => rfl
        map_smul' := fun _ _ => rfl }
    have inj : Function.Injective E := by
      refine (injective_iff_map_eq_zero E).2 fun ψ hψ => ?_
      obtain ⟨hA, hB⟩ := (zero_mode_iff ht ψ.1).1 ψ.2
      exact Subtype.ext (Prod.ext
        (mode_eq_zero_of_values hA (congrArg (fun p => p.1.1) hψ)
          (congrArg (fun p => p.1.2) hψ))
        (mode_eq_zero_of_values hB (congrArg (fun p => p.2.1) hψ)
          (congrArg (fun p => p.2.2) hψ)))
    have surj : Function.Surjective E := by
      rintro ⟨⟨p, q⟩, ⟨p', q'⟩⟩
      obtain ⟨φ, hφ, h0, h1⟩ := exists_mode hN p q
      obtain ⟨χ, hχ, g0, g1⟩ := exists_mode hN p' q'
      exact ⟨⟨(φ, χ), (zero_mode_iff ht _).2 ⟨hφ, hχ⟩⟩,
        Prod.ext (Prod.ext h0 h1) (Prod.ext g0 g1)⟩
    rw [(LinearEquiv.ofBijective E ⟨inj, surj⟩).finrank_eq]
    simp [Module.finrank_prod]
  · have hbot : LinearMap.ker (honeycomb N t) = ⊥ := by
      refine (Submodule.eq_bot_iff _).2 fun ψ hψ => ?_
      obtain ⟨hA, hB⟩ := (zero_mode_iff ht ψ).1 hψ
      exact Prod.ext (mode_eq_zero_of_not_dvd hN hA) (mode_eq_zero_of_not_dvd hN hB)
    rw [hbot, finrank_bot]

end

end HoneycombZeroModes
```

```lean
#print axioms HoneycombZeroModes.grid_hits_dirac_iff
-- 'HoneycombZeroModes.grid_hits_dirac_iff' depends on axioms: [propext, Classical.choice, Quot.sound]
#print axioms HoneycombZeroModes.finrank_zero_modes
-- 'HoneycombZeroModes.finrank_zero_modes' depends on axioms: [propext, Classical.choice, Quot.sound]
```
